# A wavefunction that decays at both ends vanishes if the potential is nowhere below its energy

A particle moves on a line in a potential $V$, and its energy $E$ lies at or below $V(x)$ at every point. Classically it can't move: points with $V>E$ are forbidden, and at a point with $V=E$ it has no kinetic energy. A quantum particle can penetrate a forbidden region, so the question is whether it could be bound in such a landscape. It can't be, if "bound" means that the wavefunction solves the stationary Schrödinger equation at every point and tends to zero at both infinities.

The reason is the curvature of the density $|\psi|^2$. Where $V\ge E$ the density is convex, and a nonnegative convex function that dies out in both directions is zero.

The wavefunction takes values in a real inner product space `F`. This may be $\mathbb R$, or $\mathbb C$ with $\langle u,v\rangle=\mathrm{Re}(\bar u v)$, or a space of several components that all feel the same scalar potential.

```lean
import Mathlib

open Filter Topology

namespace NoBoundStateBelowPotential

variable {F : Type*} [NormedAddCommGroup F] [InnerProductSpace ℝ F]
```

## The equation and what it requires

In units with $\hbar^2/2m=1$, the equation $-\psi''+V\psi=E\psi$ becomes

$$\psi''=(V-E)\,\psi .$$

It is written as a first-order pair, $\psi'=\varphi$ and $\varphi'=(V-E)\psi$. The letter $\varphi$ therefore stands for the slope of $\psi$, not for a second state. In Lean, `HasDerivAt ψ (φ x) x` says that $\psi$ is differentiable at $x$ with derivative $\varphi(x)$, and `•` multiplies a vector by a real number.

Nothing is assumed about $V$ directly, but both equations must hold at every $x$. This excludes delta potentials, and also a finite step at a point where $\psi\neq0$, because a derivative can't have a jump.

```lean
/-- The stationary Schrödinger equation `ψ'' = (V - E) ψ` on the line, in units with
`ħ²/2m = 1`, where `φ` is the derivative of `ψ`. The values of `ψ` lie in a real inner
product space, such as the real or the complex numbers. -/
def IsStationary (V : ℝ → ℝ) (E : ℝ) (ψ φ : ℝ → F) : Prop :=
  ∀ x, HasDerivAt ψ (φ x) x ∧ HasDerivAt φ ((V x - E) • ψ x) x
```

## The density and its curvature

The product rule applied to $|\psi|^2=\langle\psi,\psi\rangle$ gives

$$\frac{d}{dx}|\psi|^2=\langle\psi',\psi\rangle+\langle\psi,\psi'\rangle=2\langle\psi,\varphi\rangle ,$$

since a real inner product is symmetric. Lean writes $|\psi|$ as the norm `‖ψ x‖`, and Mathlib's rule for the derivative of a squared norm does the whole step. The density need not be normalised.

```lean
variable {V : ℝ → ℝ} {E : ℝ} {ψ φ : ℝ → F}

/-- For a stationary solution, the density `|ψ|²` has slope `2 ⟨ψ, ψ'⟩`. -/
theorem density_hasDerivAt (h : IsStationary V E ψ φ) (x : ℝ) :
    HasDerivAt (fun y => ‖ψ y‖ ^ 2) (2 * inner ℝ (ψ x) (φ x)) x :=
  (h x).1.norm_sq
```

A second differentiation, with the Schrödinger equation inserted for $\varphi'$, gives

$$\frac{d}{dx}\,2\langle\psi,\varphi\rangle
=2\langle\varphi,\varphi\rangle+2\langle\psi,(V-E)\psi\rangle
=2\left(|\varphi|^2+(V-E)|\psi|^2\right).$$

The proof differentiates the inner product, then takes the real factor $V-E$ out of it and replaces $\langle v,v\rangle$ by $|v|^2$.

```lean
/-- For a stationary solution, the slope `2 ⟨ψ, ψ'⟩` of the density has the derivative
`2 (|ψ'|² + (V - E) |ψ|²)`. -/
theorem density_slope_hasDerivAt (h : IsStationary V E ψ φ) (x : ℝ) :
    HasDerivAt (fun y => 2 * inner ℝ (ψ y) (φ y))
      (2 * (‖φ x‖ ^ 2 + (V x - E) * ‖ψ x‖ ^ 2)) x := by
  refine (((h x).1.inner ℝ (h x).2).const_mul 2).congr_deriv ?_
  simp only [real_inner_smul_right, real_inner_self_eq_norm_sq]
  ring
```

If $V\ge E$ on a convex set $s$ of the line, such as an interval or the whole line, both terms in the bracket are nonnegative there. The second derivative of the density is then nonnegative, so the density is convex on $s$. The inequality is `key` in the proof, and the second-derivative criterion for convexity turns it into the conclusion.

```lean
/-- The density of a stationary solution is convex on every convex region of the line
where the potential is nowhere below the energy. -/
theorem density_convexOn (h : IsStationary V E ψ φ) {s : Set ℝ} (hs : Convex ℝ s)
    (hV : ∀ x ∈ s, E ≤ V x) : ConvexOn ℝ s (fun x => ‖ψ x‖ ^ 2) := by
  -- both terms of the second derivative are nonnegative
  have key : ∀ x ∈ interior s, 0 ≤ 2 * (‖φ x‖ ^ 2 + (V x - E) * ‖ψ x‖ ^ 2) := by
    intro x hx
    have h1 := mul_nonneg (sub_nonneg.2 (hV x (interior_subset hx))) (sq_nonneg ‖ψ x‖)
    have h2 := sq_nonneg ‖φ x‖
    linarith
  exact convexOn_of_hasDerivWithinAt2_nonneg
    (f' := fun x => 2 * inner ℝ (ψ x) (φ x))
    (f'' := fun x => 2 * (‖φ x‖ ^ 2 + (V x - E) * ‖ψ x‖ ^ 2)) hs
    (fun x _ => (density_hasDerivAt h x).continuousAt.continuousWithinAt)
    (fun x _ => (density_hasDerivAt h x).hasDerivWithinAt)
    (fun x _ => (density_slope_hasDerivAt h x).hasDerivWithinAt) key
```

## Decay at both ends leaves nothing

Now let $V\ge E$ on the whole line. Each point $x$ is the midpoint of $x+t$ and $x-t$, so convexity gives, for every real $t$,

$$|\psi(x)|^2\le\tfrac12|\psi(x+t)|^2+\tfrac12|\psi(x-t)|^2 .$$

As $t\to\infty$ both terms on the right tend to zero. Hence $|\psi(x)|^2\le0$, and $\psi(x)=0$.

In the statement, `hL` and `hR` are the decay at $-\infty$ and $+\infty$. In the proof, `hp` and `hm` are the limits of the two densities, `hle` is the midpoint inequality, and `ge_of_tendsto'` passes to the limit.

Textbooks usually define a bound state by a finite integral $\int|\psi|^2dx$, whereas the theorem assumes decay at each end. The passage from one to the other is an informal remark here: a nonnegative convex function on the line is either constant or unbounded in at least one direction, so a finite integral also forces it to be zero.

```lean
/-- No bound state below the potential: if `V ≥ E` everywhere, a stationary solution that
tends to zero at both infinities vanishes identically. -/
theorem no_bound_state (h : IsStationary V E ψ φ) (hV : ∀ x, E ≤ V x)
    (hL : Tendsto ψ atBot (𝓝 0)) (hR : Tendsto ψ atTop (𝓝 0)) : ∀ x, ψ x = 0 := by
  intro x
  have hc := density_convexOn h convex_univ (fun y _ => hV y)
  -- the density dies out on both sides of `x`
  have hp : Tendsto (fun t : ℝ => ‖ψ (x + t)‖ ^ 2) atTop (𝓝 0) := by
    have h1 := ((hR.comp (tendsto_atTop_add_const_left atTop x tendsto_id)).norm).pow 2
    simpa [Function.comp_def] using h1
  have hm : Tendsto (fun t : ℝ => ‖ψ (x + -t)‖ ^ 2) atTop (𝓝 0) := by
    have h1 := ((hL.comp
      (tendsto_atBot_add_const_left atTop x tendsto_neg_atTop_atBot)).norm).pow 2
    simpa [Function.comp_def] using h1
  -- convexity bounds the density at `x` by the mean of two distant values
  have hle : ∀ t : ℝ,
      ‖ψ x‖ ^ 2 ≤ 1 / 2 * ‖ψ (x + t)‖ ^ 2 + 1 / 2 * ‖ψ (x + -t)‖ ^ 2 := by
    intro t
    have h1 := hc.2 (Set.mem_univ (x + t)) (Set.mem_univ (x + -t))
      (by norm_num : (0 : ℝ) ≤ 1 / 2) (by norm_num : (0 : ℝ) ≤ 1 / 2) (by norm_num)
    have hx : (1 / 2 : ℝ) • (x + t) + (1 / 2 : ℝ) • (x + -t) = x := by
      simp only [smul_eq_mul]
      ring
    rw [hx] at h1
    simpa only [smul_eq_mul] using h1
  have h0 := ge_of_tendsto' ((hp.const_mul (1 / 2)).add (hm.const_mul (1 / 2))) hle
  have h1 : ‖ψ x‖ ^ 2 = 0 := le_antisymm (by linarith) (sq_nonneg _)
  exact norm_eq_zero.mp ((pow_eq_zero_iff two_ne_zero).mp h1)
```

## Two nodes in an interval where the potential is nowhere below the energy

The same convexity works on a finite interval. Let $\psi(a)=\psi(b)=0$ and $V\ge E$ on $[a,b]$. A convex function on an interval is at most the larger of its two end values, so for $x$ in $[a,b]$

$$|\psi(x)|^2\le\max\left(|\psi(a)|^2,|\psi(b)|^2\right)=0 .$$

A solution that is nonzero somewhere between two of its nodes therefore has a point with $V<E$ between them. `Set.Icc a b` is the closed interval. The theorem takes a solution on the whole line, although the argument uses it only on $[a,b]$.

```lean
/-- If a stationary solution vanishes at `a` and at `b`, and `V ≥ E` on the interval
between them, then it vanishes on the whole interval. -/
theorem eq_zero_between_nodes (h : IsStationary V E ψ φ) {a b : ℝ}
    (hV : ∀ x ∈ Set.Icc a b, E ≤ V x) (ha : ψ a = 0) (hb : ψ b = 0) :
    ∀ x ∈ Set.Icc a b, ψ x = 0 := by
  intro x hx
  have hab : a ≤ b := hx.1.trans hx.2
  -- a convex function on an interval is bounded by its larger end value
  have h1 := (density_convexOn h (convex_Icc a b) hV).le_max_of_mem_Icc
    (Set.left_mem_Icc.2 hab) (Set.right_mem_Icc.2 hab) hx
  have h2 : ‖ψ x‖ ^ 2 ≤ 0 := by simpa only [ha, hb, norm_zero, zero_pow two_ne_zero,
    max_self] using h1
  exact norm_eq_zero.mp ((pow_eq_zero_iff two_ne_zero).mp (le_antisymm h2 (sq_nonneg _)))
```

## Bound levels lie above the potential somewhere

Read in reverse, the main theorem says that a solution which decays at both ends and is nonzero at some point $x_0$ has $V(x)<E$ for at least one $x$. If there were no such $x$, then $V\ge E$ would hold everywhere and $\psi(x_0)$ would be zero. For one particle on a line in a continuous potential, a computed bound level at or below the minimum of $V$ thus points to an error in the calculation.

```lean
/-- A stationary solution that tends to zero at both infinities and is nonzero at some point
has an energy above the potential somewhere. -/
theorem exists_potential_lt_energy (h : IsStationary V E ψ φ)
    (hL : Tendsto ψ atBot (𝓝 0)) (hR : Tendsto ψ atTop (𝓝 0))
    {x₀ : ℝ} (hx₀ : ψ x₀ ≠ 0) : ∃ x, V x < E := by
  by_contra hn
  exact hx₀ (no_bound_state h (fun y => not_lt.mp fun hy => hn ⟨y, hy⟩) hL hR x₀)
```

The harmonic oscillator shows that such solutions exist. Take $V=x^2$, $E=1$ and $\psi=e^{-x^2/2}$. Then

$$\psi'=-x\psi,\qquad \psi''=-\psi+x^2\psi=(x^2-1)\psi ,$$

and $V<E$ exactly for $|x|<1$. The normalised state is $\pi^{-1/4}e^{-x^2/2}$; the code omits the prefactor. The proof checks the two derivatives, obtains the decay on the right from the exponent tending to $-\infty$, and carries it to the left because the Gaussian is even.

```lean
/-- The Gaussian `exp (-x²/2)` is a stationary solution for the potential `x²` at energy `1`,
and it tends to zero at both infinities. -/
theorem exists_potential_lt_energy_witness :
    IsStationary (fun x => x ^ 2) 1 (fun x : ℝ => Real.exp (-x ^ 2 / 2))
      (fun x => -x * Real.exp (-x ^ 2 / 2)) ∧
    Tendsto (fun x : ℝ => Real.exp (-x ^ 2 / 2)) atBot (𝓝 0) ∧
    Tendsto (fun x : ℝ => Real.exp (-x ^ 2 / 2)) atTop (𝓝 0) := by
  have hd : ∀ x : ℝ, HasDerivAt (fun y : ℝ => Real.exp (-y ^ 2 / 2))
      (-x * Real.exp (-x ^ 2 / 2)) x := by
    intro x
    have h1 : HasDerivAt (fun y : ℝ => -y ^ 2 / 2) (-x) x := by
      simp only [pow_two]
      exact (((hasDerivAt_id' x).fun_mul (hasDerivAt_id' x)).fun_neg.div_const 2).congr_deriv
        (by ring)
    exact h1.exp.congr_deriv (by ring)
  have hT : Tendsto (fun x : ℝ => Real.exp (-x ^ 2 / 2)) atTop (𝓝 0) := by
    have hsq : Tendsto (fun x : ℝ => x ^ 2) atTop atTop := tendsto_pow_atTop two_ne_zero
    exact Real.tendsto_exp_atBot.comp
      ((tendsto_neg_atTop_atBot.comp hsq).atBot_div_const (by norm_num : (0 : ℝ) < 2))
  refine ⟨fun x => ⟨hd x, ?_⟩, ?_, hT⟩
  · refine ((hasDerivAt_id' x).fun_neg.fun_mul (hd x)).congr_deriv ?_
    simp only [smul_eq_mul]
    ring
  · -- the Gaussian is even
    have h1 := hT.comp tendsto_neg_atBot_atTop
    simpa only [Function.comp_def, neg_sq] using h1
```

## Decay at one end is too little

For $V=1$ and $E=0$ the equation is $\psi''=\psi$, and $\psi=e^x$ solves it with $\varphi=e^x$. This solution tends to zero as $x\to-\infty$ and is nowhere zero, although the potential lies above the energy everywhere. It grows without bound on the right, so it is not a bound state.

```lean
/-- Decay on one side is not enough: for the constant potential `1` and energy `0`, the
exponential is a stationary solution that tends to zero at `-∞` and vanishes nowhere. -/
theorem one_sided_decay_insufficient :
    IsStationary (fun _ => 1) 0 Real.exp Real.exp ∧
    Tendsto Real.exp atBot (𝓝 0) ∧ ∀ x, Real.exp x ≠ 0 :=
  ⟨fun x => ⟨Real.hasDerivAt_exp x, (Real.hasDerivAt_exp x).congr_deriv (by simp)⟩,
    Real.tendsto_exp_atBot, Real.exp_ne_zero⟩

end NoBoundStateBelowPotential
```

```lean
#print axioms NoBoundStateBelowPotential.eq_zero_between_nodes
-- 'NoBoundStateBelowPotential.eq_zero_between_nodes' depends on axioms: [propext, Classical.choice, Quot.sound]
#print axioms NoBoundStateBelowPotential.exists_potential_lt_energy
-- 'NoBoundStateBelowPotential.exists_potential_lt_energy' depends on axioms: [propext, Classical.choice, Quot.sound]
#print axioms NoBoundStateBelowPotential.one_sided_decay_insufficient
-- 'NoBoundStateBelowPotential.one_sided_decay_insufficient' depends on axioms: [propext, Classical.choice, Quot.sound]
```
